# In three-dimensional space, an odd ring whose distances depend only on cyclic separation is planar

Someone who asks for a puckered five-membered ring with all bonds equal and all bond angles equal can search for its coordinates indefinitely, because no such ring exists. More generally, an odd number of points in three-dimensional space lies in one plane whenever the distance between two of them depends only on the difference of their cyclic labels.

```lean
import Mathlib

open Module
open scoped InnerProductSpace

namespace OddRingPlanarity

variable {E : Type*} [NormedAddCommGroup E] [InnerProductSpace ℝ E] {n : ℕ}

/-- Sites labelled cyclically by `ZMod n` whose mutual distances depend only on the
difference of the labels. -/
def EquivalentSites (x : ZMod n → E) : Prop :=
  ∃ f : ZMod n → ℝ, ∀ j k, ‖x j - x k‖ = f (j - k)

/-- The operator `u ↦ ∑ j, (⟪y (j+1), u⟫ y j - ⟪y j, u⟫ y (j+1))`, built from
neighbouring vectors around the ring. -/
noncomputable def ringTensor [NeZero n] (y : ZMod n → E) : E →ₗ[ℝ] E where
  toFun u := ∑ j, (⟪y (j + 1), u⟫_ℝ • y j - ⟪y j, u⟫_ℝ • y (j + 1))
  map_add' u v := by
    rw [← Finset.sum_add_distrib]
    refine Finset.sum_congr rfl fun j _ => ?_
    simp only [inner_add_right]
    module
  map_smul' r u := by
    rw [RingHom.id_apply, Finset.smul_sum]
    refine Finset.sum_congr rfl fun j _ => ?_
    simp only [real_inner_smul_right]
    module

/-- For equivalent sites, the inner products of the bond vectors `x (j+1) - x j` are
unchanged when every label advances by one. -/
theorem bond_inner_shift {x : ZMod n → E} (h : EquivalentSites x) (j k : ZMod n) :
    ⟪x (j + 1 + 1) - x (j + 1), x (k + 1 + 1) - x (k + 1)⟫_ℝ =
      ⟪x (j + 1) - x j, x (k + 1) - x k⟫_ℝ := by
  obtain ⟨f, hf⟩ := h
  -- inner products of differences are combinations of squared distances
  have P : ∀ p q r s : E, 2 * ⟪p - q, r - s⟫_ℝ =
      ‖p - s‖ ^ 2 + ‖q - r‖ ^ 2 - ‖p - r‖ ^ 2 - ‖q - s‖ ^ 2 := by
    intro p q r s
    simp only [norm_sub_sq_real, inner_sub_left, inner_sub_right]
    ring
  have h1 := P (x (j + 1 + 1)) (x (j + 1)) (x (k + 1 + 1)) (x (k + 1))
  have h2 := P (x (j + 1)) (x j) (x (k + 1)) (x k)
  simp only [hf, add_sub_add_right_eq_sub] at h1 h2
  linarith

/-- On a ring with an odd number of sites, a quantity unchanged by steps of two sites
is the same on all sites. -/
theorem const_of_step_two (hn : Odd n) {g : ZMod n → ℝ} (h : ∀ k, g (k + 2) = g k)
    (k : ZMod n) : g k = g 0 := by
  have : NeZero n := ⟨hn.pos.ne'⟩
  obtain ⟨m, hm⟩ := hn
  have h0 : ((2 * m + 1 : ℕ) : ZMod n) = 0 := by
    rw [← hm]
    exact ZMod.natCast_self n
  push_cast at h0
  -- every label is a multiple of two
  have e : (((m + 1) * k.val : ℕ) : ZMod n) * 2 = k := by
    rw [Nat.cast_mul, ZMod.natCast_zmod_val, Nat.cast_add, Nat.cast_one]
    linear_combination k * h0
  have hp : Function.Periodic g 2 := h
  have h2 := hp.nat_mul_eq ((m + 1) * k.val)
  rwa [e] at h2

/-- An antisymmetric operator on a real space of odd dimension annihilates some
non-zero vector. -/
theorem exists_kernel_of_skew [FiniteDimensional ℝ E] (hd : Odd (finrank ℝ E))
    (N : E →ₗ[ℝ] E) (hN : ∀ u v, ⟪N u, v⟫_ℝ = -⟪u, N v⟫_ℝ) :
    ∃ a : E, a ≠ 0 ∧ N a = 0 := by
  let b := stdOrthonormalBasis ℝ E
  let A : Matrix (Fin (finrank ℝ E)) (Fin (finrank ℝ E)) ℝ :=
    Matrix.of fun i j => ⟪b i, N (b j)⟫_ℝ
  have hA : A.transpose = -A := by
    ext i j
    change ⟪b j, N (b i)⟫_ℝ = -⟪b i, N (b j)⟫_ℝ
    rw [real_inner_comm, hN]
  -- det A = det Aᵀ = -det A in odd dimension
  have hdet : A.det = 0 := by
    have h1 := Matrix.det_transpose A
    rw [hA, Matrix.det_neg, Fintype.card_fin, hd.neg_one_pow] at h1
    linarith
  obtain ⟨v, hv, hAv⟩ := Matrix.exists_mulVec_eq_zero_iff.mpr hdet
  refine ⟨∑ j, v j • b j, fun h0 => hv (funext
    (Fintype.linearIndependent_iff.mp b.orthonormal.linearIndependent v h0)), ?_⟩
  have hz : ∀ i, ⟪b i, N (∑ j, v j • b j)⟫_ℝ = 0 := by
    intro i
    rw [map_sum, inner_sum]
    calc ∑ j, ⟪b i, N (v j • b j)⟫_ℝ = ∑ j, A i j * v j :=
          Finset.sum_congr rfl fun j _ => by
            simp only [map_smul, real_inner_smul_right]
            exact mul_comm _ _
      _ = 0 := congrFun hAv i
  rw [← b.sum_repr' (N (∑ j, v j • b j))]
  exact Finset.sum_eq_zero fun i _ => by rw [hz i, zero_smul]

/-- In odd dimension, an odd number of vectors with zero sum and shift-invariant inner
products has a common non-zero normal. -/
theorem exists_normal [NeZero n] [FiniteDimensional ℝ E] (hd : Odd (finrank ℝ E))
    (hn : Odd n) {y : ZMod n → E} (h0 : ∑ j, y j = 0)
    (h : ∀ j k, ⟪y (j + 1), y (k + 1)⟫_ℝ = ⟪y j, y k⟫_ℝ) :
    ∃ a : E, a ≠ 0 ∧ ∀ j, ⟪y j, a⟫_ℝ = 0 := by
  obtain ⟨a, ha0, ha⟩ := exists_kernel_of_skew hd (ringTensor y) (by
    intro u v
    change ⟪∑ j, (⟪y (j + 1), u⟫_ℝ • y j - ⟪y j, u⟫_ℝ • y (j + 1)), v⟫_ℝ =
      -⟪u, ∑ j, (⟪y (j + 1), v⟫_ℝ • y j - ⟪y j, v⟫_ℝ • y (j + 1))⟫_ℝ
    rw [sum_inner, inner_sum, ← Finset.sum_neg_distrib]
    refine Finset.sum_congr rfl fun j _ => ?_
    simp only [inner_sub_left, inner_sub_right, real_inner_smul_left,
      real_inner_smul_right]
    rw [real_inner_comm (y j) u, real_inner_comm (y (j + 1)) u]
    ring)
  refine ⟨a, ha0, ?_⟩
  obtain ⟨w, hw⟩ : ∃ w, w = ∑ j, ⟪y j, a⟫_ℝ • y j := ⟨_, rfl⟩
  have hwy : ∀ u, ⟪w, u⟫_ℝ = ∑ j, ⟪y j, a⟫_ℝ * ⟪y j, u⟫_ℝ := by
    intro u
    simp only [hw, sum_inner, real_inner_smul_left]
  -- the kernel equation says that the overlap of w with the vectors has period two
  have hstep : ∀ k, ⟪w, y (k + 2)⟫_ℝ = ⟪w, y k⟫_ℝ := by
    intro k
    have h1 : ⟪ringTensor y a, y (k + 1)⟫_ℝ = 0 := by rw [ha, inner_zero_left]
    have h2 : ⟪ringTensor y a, y (k + 1)⟫_ℝ = ∑ j, (⟪y (j + 1), a⟫_ℝ *
        ⟪y (j + 1), y (k + 2)⟫_ℝ - ⟪y j, a⟫_ℝ * ⟪y j, y k⟫_ℝ) := by
      change ⟪∑ j, (⟪y (j + 1), a⟫_ℝ • y j - ⟪y j, a⟫_ℝ • y (j + 1)), y (k + 1)⟫_ℝ = _
      rw [sum_inner]
      refine Finset.sum_congr rfl fun j _ => ?_
      rw [inner_sub_left, real_inner_smul_left, real_inner_smul_left, h j k,
        ← h j (k + 1), add_assoc k 1 1, one_add_one_eq_two]
    have h3 : ∑ j, ⟪y (j + 1), a⟫_ℝ * ⟪y (j + 1), y (k + 2)⟫_ℝ =
        ∑ j, ⟪y j, a⟫_ℝ * ⟪y j, y (k + 2)⟫_ℝ :=
      Equiv.sum_comp (Equiv.addRight (1 : ZMod n))
        (fun j => ⟪y j, a⟫_ℝ * ⟪y j, y (k + 2)⟫_ℝ)
    rw [h2, Finset.sum_sub_distrib, h3, ← hwy, ← hwy] at h1
    linarith
  have hconst : ∀ k, ⟪w, y k⟫_ℝ = ⟪w, y 0⟫_ℝ := fun k =>
    const_of_step_two hn (g := fun k => ⟪w, y k⟫_ℝ) hstep k
  have hs : ∑ k, ⟪w, y k⟫_ℝ = 0 := by rw [← inner_sum, h0, inner_zero_right]
  rw [Finset.sum_congr rfl fun k _ => hconst k, Finset.sum_const, Finset.card_univ,
    ZMod.card, nsmul_eq_mul] at hs
  have hw0 := (mul_eq_zero.mp hs).resolve_left (Nat.cast_ne_zero.mpr (NeZero.ne n))
  -- w is a combination of the vectors and orthogonal to them, so it vanishes
  have hww : ⟪w, w⟫_ℝ = 0 := by
    rw [hwy]
    exact Finset.sum_eq_zero fun j _ => by
      rw [real_inner_comm w (y j), hconst, hw0, mul_zero]
  have hsq := hwy a
  rw [(inner_self_eq_zero (𝕜 := ℝ)).mp hww, inner_zero_left] at hsq
  exact fun j => mul_self_eq_zero.mp ((Finset.sum_eq_zero_iff_of_nonneg
    fun j _ => mul_self_nonneg _).mp hsq.symm j (Finset.mem_univ j))

/-- An odd number of equivalent sites, in a real inner product space of any dimension,
has an affine span of even dimension. -/
theorem even_finrank_span (hn : Odd n) {x : ZMod n → E} (h : EquivalentSites x) :
    Even (finrank ℝ (vectorSpan ℝ (Set.range x))) := by
  by_contra ho
  rw [Nat.not_even_iff_odd] at ho
  have : NeZero n := ⟨hn.pos.ne'⟩
  have : FiniteDimensional ℝ (vectorSpan ℝ (Set.range x)) :=
    finiteDimensional_vectorSpan_range ℝ x
  -- the bond vectors, regarded as elements of the span
  let z : ZMod n → vectorSpan ℝ (Set.range x) := fun j =>
    ⟨x (j + 1) - x j, vsub_mem_vectorSpan ℝ ⟨j + 1, rfl⟩ ⟨j, rfl⟩⟩
  have hsum : ∑ j, (x (j + 1) - x j) = 0 := by
    rw [Finset.sum_sub_distrib, sub_eq_zero]
    exact Equiv.sum_comp (Equiv.addRight (1 : ZMod n)) x
  have hz : ∑ j, z j = 0 :=
    Subtype.ext ((map_sum (Submodule.subtype _) z Finset.univ).trans hsum)
  obtain ⟨a, ha, hp⟩ := exists_normal ho hn hz (fun j k => bond_inner_shift h j k)
  have hg : ∀ j, ⟪x (j + 1), (a : E)⟫_ℝ = ⟪x j, (a : E)⟫_ℝ := fun j =>
    sub_eq_zero.mp (by rw [← inner_sub_left]; exact hp j)
  have hc : ∀ j, ⟪x j, (a : E)⟫_ℝ = ⟪x 0, (a : E)⟫_ℝ := fun j =>
    const_of_step_two hn (g := fun j => ⟪x j, (a : E)⟫_ℝ) (fun k => by
      have h2 := hg (k + 1)
      rw [add_assoc, one_add_one_eq_two, hg k] at h2
      exact h2) j
  -- a is orthogonal to the whole span, to which it belongs
  have hle : vectorSpan ℝ (Set.range x) ≤ LinearMap.ker (innerₛₗ ℝ (a : E)) := by
    refine (vectorSpan_range_eq_span_range_vsub_right ℝ x 0).le.trans
      (Submodule.span_le.mpr ?_)
    rintro _ ⟨j, rfl⟩
    have h1 : ⟪(a : E), x j - x 0⟫_ℝ = 0 := by
      rw [real_inner_comm, inner_sub_left, hc j, sub_self]
    exact LinearMap.mem_ker.mpr h1
  have haa : ⟪(a : E), (a : E)⟫_ℝ = 0 := LinearMap.mem_ker.mp (hle a.2)
  exact ha (Subtype.ext ((inner_self_eq_zero (𝕜 := ℝ)).mp haa))

/-- An odd number of equivalent sites in three-dimensional space lies in one plane. -/
theorem coplanar_of_odd (hn : Odd n) {x : ZMod n → EuclideanSpace ℝ (Fin 3)}
    (h : EquivalentSites x) : Coplanar ℝ (Set.range x) := by
  obtain ⟨m, hm⟩ := even_finrank_span hn h
  have h3 := Submodule.finrank_le (vectorSpan ℝ (Set.range x))
  rw [finrank_euclideanSpace_fin] at h3
  rw [coplanar_iff_finrank_le_two]
  omega

/-- A five-membered ring in three-dimensional space with equal bond lengths and equal
bond angles is planar. -/
theorem five_ring_planar {x : ZMod 5 → EuclideanSpace ℝ (Fin 3)} {b θ : ℝ}
    (hb : ∀ j, dist (x j) (x (j + 1)) = b)
    (hθ : ∀ j, EuclideanGeometry.angle (x j) (x (j + 1)) (x (j + 2)) = θ) :
    Coplanar ℝ (Set.range x) := by
  -- the law of cosines fixes the distance between second neighbours
  have h2 : ∀ j, dist (x (j + 2)) (x j) = √(b * b + b * b - 2 * b * b * Real.cos θ) := by
    intro j
    have hb' : dist (x (j + 2)) (x (j + 1)) = b := by
      rw [dist_comm, ← hb (j + 1), add_assoc j 1 1, one_add_one_eq_two]
    have hl := EuclideanGeometry.law_cos (x j) (x (j + 1)) (x (j + 2))
    rw [hθ, hb, hb'] at hl
    rw [dist_comm, ← Real.sqrt_mul_self (dist_nonneg (x := x j) (y := x (j + 2)))]
    congr 1
  have hcases : ∀ d : ZMod 5, d = 0 ∨ d = 1 ∨ d = 2 ∨ d = -2 ∨ d = -1 := by decide
  have key : ∀ d : ZMod 5, ∃ r : ℝ, ∀ j, dist (x (j + d)) (x j) = r := by
    intro d
    rcases hcases d with rfl | rfl | rfl | rfl | rfl
    · exact ⟨0, fun j => by rw [add_zero, dist_self]⟩
    · exact ⟨b, fun j => by rw [dist_comm, hb]⟩
    · exact ⟨_, h2⟩
    · refine ⟨√(b * b + b * b - 2 * b * b * Real.cos θ), fun j => ?_⟩
      have h := h2 (j + -2)
      rw [neg_add_cancel_right, dist_comm] at h
      exact h
    · refine ⟨b, fun j => ?_⟩
      have h := hb (j + -1)
      rwa [neg_add_cancel_right] at h
  choose f hf using key
  refine coplanar_of_odd (by decide) ⟨f, fun j k => ?_⟩
  have h := hf (j - k) k
  rwa [add_sub_cancel, dist_eq_norm] at h

end OddRingPlanarity
```

```lean
#print axioms OddRingPlanarity.five_ring_planar
```

```
'OddRingPlanarity.five_ring_planar' depends on axioms: [propext, Classical.choice, Quot.sound]
```

## Sites, distances and planes

The sites are points \(x_j\), with the label \(j\) in `ZMod n`, the integers modulo \(n\), so that the site after the last is the first. `EquivalentSites x` says that some function \(f\) satisfies
\[
\|x_j-x_k\| = f(j-k)\quad\text{for all } j,k .
\]
In textbooks, sites are equivalent when symmetry operations carry them into one another. Here the word means this condition on the distances, for one cyclic labelling, and no symmetry operation is assumed.

There are three main theorems.

- `even_finrank_span` holds in a real inner product space `E` of any dimension. For odd \(n\), the differences \(x_j-x_k\) of equivalent sites span a space of even dimension. This space is `vectorSpan ℝ (Set.range x)`, and `finrank` is its dimension.
- `coplanar_of_odd` takes `E` to be ordinary three-dimensional space and concludes that the sites are coplanar. `Coplanar` means that the differences span at most two dimensions, so coincident points also count.
- `five_ring_planar` assumes that the five bonds have a common length \(b\) and the five bond angles a common value \(\theta\). The expression `EuclideanGeometry.angle (x j) (x (j + 1)) (x (j + 2))` is the unoriented angle at the middle atom, in radians. Neither value is prescribed, and bonds may cross, as in a pentagram.

The points are fixed and carry no energy. Whether the nuclei of a real molecule have these equal distances is a separate question, to be settled by experiment or by a calculation of the structure. Read in reverse, the theorem says that a puckered cyclopentane ring cannot have all its C–C bonds and all its C–C–C angles equal.

For electronic structure, the plane matters in a model of a bare ring with fixed nuclei and no substituents: reflection in it leaves the electronic Hamiltonian without spin–orbit coupling unchanged. If the effective one-electron Hamiltonian of the model keeps this symmetry, its orbitals can be chosen even (σ) or odd (π) under the reflection.

## Bond vectors with cyclic inner products

Let \(y_j=x_{j+1}-x_j\) be the bond vectors. For any four points,
\[
2\langle p-q,r-s\rangle=\|p-s\|^2+\|q-r\|^2-\|p-r\|^2-\|q-s\|^2 .
\]
With \(p=x_{j+1}\), \(q=x_j\), \(r=x_{k+1}\), \(s=x_k\) this becomes
\[
2\langle y_j,y_k\rangle=f(j-k+1)^2+f(j-k-1)^2-2f(j-k)^2 .
\]
The right side depends only on \(j-k\), hence \(\langle y_{j+1},y_{k+1}\rangle=\langle y_j,y_k\rangle\). This is `bond_inner_shift`: the identity is its local fact `P`, used once for each pair of bonds, and `linarith` compares the two results. The ring closes, so also \(\sum_j y_j=0\).

## A vector normal to every bond

Let \(V\) be the span of the differences of the sites, and suppose that its dimension \(d\) is odd. On \(V\) define
\[
Nu=\sum_j\bigl(\langle y_{j+1},u\rangle\,y_j-\langle y_j,u\rangle\,y_{j+1}\bigr).
\]
This is `ringTensor`, which despite its name is a linear operator. In three dimensions it is the cross product \(Nu=u\times\sum_j y_j\times y_{j+1}\).

Taking the inner product with \(v\) gives
\[
\langle Nu,v\rangle=\sum_j\bigl(\langle y_{j+1},u\rangle\langle y_j,v\rangle-\langle y_j,u\rangle\langle y_{j+1},v\rangle\bigr)=-\langle u,Nv\rangle .
\]
In an orthonormal basis, \(N\) therefore has an antisymmetric matrix \(A\), and
\[
\det A=\det A^{T}=(-1)^d\det A=-\det A .
\]
So \(\det A=0\), and some \(a\neq0\) in \(V\) satisfies \(Na=0\). The lemma `exists_kernel_of_skew` carries out this argument and turns the null vector of the matrix back into a vector of the space.

Now put \(w=\sum_j\langle y_j,a\rangle\,y_j\). Since \(Na=0\),
\[
0=\langle Na,y_{k+1}\rangle=\sum_j\bigl(\langle y_{j+1},a\rangle\langle y_j,y_{k+1}\rangle-\langle y_j,a\rangle\langle y_{j+1},y_{k+1}\rangle\bigr).
\]
By shift invariance, \(\langle y_j,y_{k+1}\rangle=\langle y_{j+1},y_{k+2}\rangle\) and \(\langle y_{j+1},y_{k+1}\rangle=\langle y_j,y_k\rangle\). Relabelling \(j+1\) as \(j\) in the first sum leaves
\[
0=\langle w,y_{k+2}\rangle-\langle w,y_k\rangle .
\]

Here the odd number of sites enters. If \(n=2m+1\), then \(2(m+1)=1\) modulo \(n\), so every label is a multiple of two: \(k=2(m+1)k\). Steps of two thus reach every site, which is `const_of_step_two`, and \(\langle w,y_k\rangle\) has one value \(c\) for all \(k\). Summing over the ring gives \(nc=\langle w,\sum_k y_k\rangle=0\), so \(c=0\). Then
\[
\langle w,w\rangle=\sum_j\langle y_j,a\rangle\langle y_j,w\rangle=0,
\]
so \(w=0\), and
\[
0=\langle w,a\rangle=\sum_j\langle y_j,a\rangle^2 .
\]
Each term vanishes, and \(a\) is normal to every bond. In `exists_normal`, `hstep` is the step of two, `Equiv.sum_comp` does the relabelling, and `hww` and `hsq` are the last two displays.

## Why the dimension is even

Since \(a\) is normal to every bond, \(\langle x_{j+1},a\rangle=\langle x_j,a\rangle\) all the way round the ring. Hence \(a\) is orthogonal to every \(x_j-x_0\), and these vectors span \(V\). But \(a\) itself lies in \(V\), so \(\langle a,a\rangle=0\), which contradicts \(a\neq0\). The dimension of \(V\) is therefore even.

The proof of `even_finrank_span` has the same form: `by_contra` supposes the dimension odd, `z` is the family of bond vectors regarded as elements of \(V\), and `hle` states that \(a\) is orthogonal to all of \(V\). In three-dimensional space an even dimension is 0 or 2, and `omega` draws this conclusion in `coplanar_of_odd`.

## The five-membered ring

The law of cosines fixes the distance between second neighbours:
\[
\|x_{j+2}-x_j\|^2=2b^2-2b^2\cos\theta .
\]
Modulo 5 the only separations are \(0\), \(\pm1\) and \(\pm2\), with distances \(0\), \(b\) and this second-neighbour distance. The sites are therefore equivalent, and `coplanar_of_odd` applies. In Lean, `h2` is the law of cosines, `decide` checks the list of separations, and `choose` collects the distances into the function \(f\).

For seven atoms this reduction stops short, since equal bonds and angles leave the distances at separation 3 to be specified.

## Small rings and puckered ones

For \(n=1\) the span has dimension 0. For \(n=3\) the sites form an equilateral triangle or coincide; three points are coplanar in any case, so five is the smallest odd number for which planarity says something new.

With four sites the conclusion fails. For \(h\neq0\), take in cyclic order
\[
(1,0,h),\quad(0,1,-h),\quad(-1,0,h),\quad(0,-1,-h).
\]
Neighbours are \(\sqrt{2+4h^2}\) apart and opposite sites 2 apart, so the sites are equivalent, yet they do not lie in one plane. The chair form of a six-membered ring puckers in the same alternating way, which an odd ring cannot close.

Equal bonds alone do not make a five-membered ring planar either. Folding a regular pentagon slightly along a diagonal keeps all five bond lengths and gives an envelope, whose angles are no longer all equal.
